# For two levels, Weinstein's R − s is a lower bound to the ground-state energy exactly when the ground-state weight is at least 1/2

Take H = diag(0, 1) and the normalised state x = (√(1/5), √(4/5)). Its energy expectation value is R = 4/5, and the residual Hx − Rx has norm s = 2/5. Weinstein's theorem promises a level in the interval from R − s = 2/5 to R + s = 6/5. There is one, but it is the excited level 1. The ground-state energy 0 lies below the interval, so R − s is not a lower bound to it.

The general setting is a finite set of levels labelled by `n`, with complex amplitudes x i.

In Lean 4 with Mathlib:

```lean
import Mathlib

open Matrix

namespace WeinsteinLowerBound

noncomputable section

variable {n : Type*} [Fintype n] [DecidableEq n]
```

For a normalised state, the energy is

R = ⟨x, Hx⟩.

`energy` takes the real part, which changes nothing for the Hamiltonians used below. It does not divide by ⟨x, x⟩, so normalisation enters the theorems as a hypothesis.

```lean
/-- The energy expectation value `R = ⟨x, H x⟩` of a normalised state `x`. -/
def energy (H : Matrix n n ℂ) (x : n → ℂ) : ℝ :=
  (star x ⬝ᵥ (H *ᵥ x)).re
```

The spread is the norm of the residual,

s = ‖Hx − Rx‖.

An iterative eigensolver can compute it from the product Hx that it already has, and use it to monitor convergence.

```lean
/-- The energy spread `s`, the norm of the residual vector `H x - R x`. -/
def spread (H : Matrix n n ℂ) (x : n → ℂ) : ℝ :=
  Real.sqrt (∑ i, ‖(H *ᵥ x - (energy H x : ℂ) • x) i‖ ^ 2)
```

The Hamiltonian is written in its eigenbasis, with real levels E i on the diagonal. Diagonalising a general Hermitian matrix is not part of the development.

```lean
/-- The Hamiltonian with real energy levels `E i`, written in its eigenbasis. -/
def levels (E : n → ℝ) : Matrix n n ℂ :=
  Matrix.diagonal (fun i => (E i : ℂ))
```

Since (Hx) i = E i · x i, each term of ⟨x, Hx⟩ is the level times its population:

R = Σ |x i|² E i.

The proof compares the sums term by term, expanding each complex product into real and imaginary parts.

```lean
/-- The energy expectation value is the sum of the levels weighted by their populations. -/
theorem energy_levels (E : n → ℝ) (x : n → ℂ) :
    energy (levels E) x = ∑ i, ‖x i‖ ^ 2 * E i := by
  simp only [energy, levels, dotProduct, Matrix.mulVec_diagonal, Pi.star_apply, Complex.re_sum]
  refine Finset.sum_congr rfl fun i _ => ?_
  rw [← Complex.normSq_eq_norm_sq, Complex.normSq_apply]
  simp [Complex.mul_re, Complex.mul_im]
  ring
```

The residual has components (E i − R) x i, so

s² = Σ |x i|² (E i − R)².

The auxiliary equation `h` is this component formula; taking norms and squaring gives the result.

```lean
/-- The squared spread is the population-weighted sum of the squared deviations of the levels
from `R`. -/
theorem spread_sq (E : n → ℝ) (x : n → ℂ) :
    spread (levels E) x ^ 2 = ∑ i, ‖x i‖ ^ 2 * (E i - energy (levels E) x) ^ 2 := by
  rw [spread, Real.sq_sqrt (Finset.sum_nonneg fun i _ => sq_nonneg _)]
  refine Finset.sum_congr rfl fun i _ => ?_
  have h : (levels E *ᵥ x - (energy (levels E) x : ℂ) • x) i
      = ((E i - energy (levels E) x : ℝ) : ℂ) * x i := by
    rw [Pi.sub_apply, Pi.smul_apply, smul_eq_mul]
    conv_lhs => enter [1]; rw [levels, Matrix.mulVec_diagonal]
    push_cast
    ring
  rw [h, norm_mul, mul_pow, Complex.norm_real, Real.norm_eq_abs, sq_abs]
  ring
```

Suppose now that every level were further than s from R. Then (E i − R)² > s² for all i. Multiply by |x i|² and sum. At least one population is positive, so the inequality stays strict, and normalisation gives

s² = Σ |x i|² s² < Σ |x i|² (E i − R)² = s²,

a contradiction. Hence some level satisfies |E i − R| ≤ s. In the code, `key` is the strict inequality between the sums.

```lean
/-- Weinstein's theorem: for a normalised state, some energy level lies within `s` of `R`. -/
theorem weinstein (E : n → ℝ) (x : n → ℂ) (hx : ∑ i, ‖x i‖ ^ 2 = 1) :
    ∃ i, |E i - energy (levels E) x| ≤ spread (levels E) x := by
  by_contra! h
  have hs : 0 ≤ spread (levels E) x := Real.sqrt_nonneg _
  have hlt : ∀ i, spread (levels E) x ^ 2 < (E i - energy (levels E) x) ^ 2 := by
    intro i
    rw [← sq_abs (E i - energy (levels E) x)]
    exact pow_lt_pow_left₀ (h i) hs two_ne_zero
  -- a normalised state populates at least one level
  obtain ⟨j, hj, hj0⟩ := Finset.exists_ne_zero_of_sum_ne_zero
    (show ∑ i, ‖x i‖ ^ 2 ≠ 0 by rw [hx]; exact one_ne_zero)
  have hjpos : 0 < ‖x j‖ ^ 2 := lt_of_le_of_ne (sq_nonneg _) (Ne.symm hj0)
  -- the weighted mean of the squared deviations would then exceed itself
  have key : ∑ i, ‖x i‖ ^ 2 * spread (levels E) x ^ 2
      < ∑ i, ‖x i‖ ^ 2 * (E i - energy (levels E) x) ^ 2 :=
    Finset.sum_lt_sum
      (fun i _ => mul_le_mul_of_nonneg_left (hlt i).le (sq_nonneg _))
      ⟨j, hj, mul_lt_mul_of_pos_left (hlt j) hjpos⟩
  rw [← Finset.sum_mul, hx, one_mul, ← spread_sq E x] at key
  exact lt_irrefl _ key
```

The theorem does not say which level was found. If it is E g, then R − s ≤ E g at once. If it is another level E j, then E j ≤ R + s, and the extra assumption R ≤ (E g + E j)/2 gives

R − s ≤ 2R − E j ≤ E g.

The assumption `hmid` is required for every label j ≠ g, including labels with the same energy as g. The proof splits into these two cases.

```lean
/-- For a normalised state, if `R ≤ (E g + E j) / 2` for every label `j ≠ g`, then `R - s` is a
lower bound to `E g`. -/
theorem lower_bound_of_le_midpoint (E : n → ℝ) (x : n → ℂ) (hx : ∑ i, ‖x i‖ ^ 2 = 1) (g : n)
    (hmid : ∀ j, j ≠ g → energy (levels E) x ≤ (E g + E j) / 2) :
    energy (levels E) x - spread (levels E) x ≤ E g := by
  obtain ⟨i, hi⟩ := weinstein E x hx
  obtain ⟨h1, h2⟩ := abs_le.mp hi
  by_cases hig : i = g
  · subst hig
    linarith
  · -- the level found is another one, and `hmid` gives `2 R - E i ≤ E g`
    have := hmid i hig
    linarith
```

For two levels, write a = |x 0|, b = |x 1| and Δ = E 1 − E 0 ≥ 0, with a² + b² = 1. Then

R = E 0 + Δb²,

and the deviations are E 0 − R = −Δb² and E 1 − R = Δa². Therefore

s² = a²Δ²b⁴ + b²Δ²a⁴ = Δ²a²b²,

s = Δab,

R − s = E 0 + Δ(b² − ab).

The steps `hR`, `hsq` and `hs` follow this order; the last takes the square root, using that both sides are nonnegative.

```lean
/-- For two levels and a normalised state, `R - s` equals the lower level plus the gap times `|x₁|²
- |x₀| |x₁|`. -/
theorem two_level_formula (E : Fin 2 → ℝ) (hE : E 0 ≤ E 1) (x : Fin 2 → ℂ)
    (hx : ‖x 0‖ ^ 2 + ‖x 1‖ ^ 2 = 1) :
    energy (levels E) x - spread (levels E) x
      = E 0 + (E 1 - E 0) * (‖x 1‖ ^ 2 - ‖x 0‖ * ‖x 1‖) := by
  have hR : energy (levels E) x = E 0 + (E 1 - E 0) * ‖x 1‖ ^ 2 := by
    rw [energy_levels, Fin.sum_univ_two]
    linear_combination E 0 * hx
  have hsq : spread (levels E) x ^ 2 = ((E 1 - E 0) * (‖x 0‖ * ‖x 1‖)) ^ 2 := by
    rw [spread_sq, Fin.sum_univ_two, hR]
    linear_combination (-((E 1 - E 0) ^ 2 * ‖x 1‖ ^ 2 * (1 - ‖x 1‖ ^ 2))) * hx
  have hs : spread (levels E) x = (E 1 - E 0) * (‖x 0‖ * ‖x 1‖) :=
    (sq_eq_sq₀ (Real.sqrt_nonneg _)
      (mul_nonneg (sub_nonneg.mpr hE) (by positivity))).mp hsq
  rw [hR, hs]
  ring
```

When Δ > 0, the excess of R − s over E 0 is Δb(b − a). If a² < 1/2, then b > a ≥ 0 and the excess is positive. If a² ≥ 1/2, then b ≤ a and it is not. The two directions of the proof are these two cases, for any relative phase of the amplitudes.

```lean
/-- For two distinct levels and any normalised state, `R - s` is a lower bound to the
ground-state energy exactly when the ground-state population is at least one half. -/
theorem two_level_lower_bound_iff (E : Fin 2 → ℝ) (hE : E 0 < E 1) (x : Fin 2 → ℂ)
    (hx : ‖x 0‖ ^ 2 + ‖x 1‖ ^ 2 = 1) :
    energy (levels E) x - spread (levels E) x ≤ E 0 ↔ 1 / 2 ≤ ‖x 0‖ ^ 2 := by
  rw [two_level_formula E hE.le x hx]
  have ha : 0 ≤ ‖x 0‖ := norm_nonneg _
  have hb : 0 ≤ ‖x 1‖ := norm_nonneg _
  have hgap : 0 < E 1 - E 0 := sub_pos.mpr hE
  constructor
  · intro h
    by_contra hp
    have hp' : ‖x 0‖ ^ 2 < 1 / 2 := not_le.mp hp
    -- the excited amplitude dominates, so the excess over `E 0` is positive
    have hab : ‖x 0‖ < ‖x 1‖ := by
      by_contra hc
      have := pow_le_pow_left₀ hb (not_lt.mp hc) 2
      linarith
    have hpos : 0 < (E 1 - E 0) * (‖x 1‖ * (‖x 1‖ - ‖x 0‖)) :=
      mul_pos hgap (mul_pos (lt_of_le_of_lt ha hab) (sub_pos.mpr hab))
    linarith
  · intro hp
    have hba : ‖x 1‖ ≤ ‖x 0‖ := by
      by_contra hc
      have := pow_lt_pow_left₀ (not_le.mp hc) ha two_ne_zero
      linarith
    have hnn : 0 ≤ (E 1 - E 0) * (‖x 1‖ * (‖x 0‖ - ‖x 1‖)) :=
      mul_nonneg hgap.le (mul_nonneg hb (sub_nonneg.mpr hba))
    linarith
```

The one-parameter family of real trial states has ground-state weight p:

x = (√p, √(1 − p)).

```lean
/-- The real trial state `(√p, √(1 - p))`. -/
def trial (p : ℝ) : Fin 2 → ℂ :=
  ![((Real.sqrt p : ℝ) : ℂ), ((Real.sqrt (1 - p) : ℝ) : ℂ)]
```

With E 0 = 0 and E 1 = 1, the formula becomes

R − s = (1 − p) − √(p(1 − p)),

which is at most 0 exactly when p ≥ 1/2. The endpoints are included. At p = 0 the state is the exact excited state, with s = 0 and R − s = 1: a vanishing residual does not make R the ground-state energy. At p = 1/2 and at p = 1, R − s equals the ground-state energy.

The proof computes the two norms, checks normalisation and applies the two-level results.

```lean
/-- For `H = diag(0, 1)` and the trial state `(√p, √(1 - p))`, `R - s` equals
`(1 - p) - √(p (1 - p))`, and it is at most the ground-state energy `0` exactly when
`p ≥ 1/2`. -/
theorem trial_lower_bound_iff (p : ℝ) (hp0 : 0 ≤ p) (hp1 : p ≤ 1) :
    energy (levels ![0, 1]) (trial p) - spread (levels ![0, 1]) (trial p)
        = (1 - p) - Real.sqrt (p * (1 - p)) ∧
      (energy (levels ![0, 1]) (trial p) - spread (levels ![0, 1]) (trial p) ≤ 0
        ↔ 1 / 2 ≤ p) := by
  have h0 : ‖trial p 0‖ = Real.sqrt p := by
    rw [show trial p 0 = ((Real.sqrt p : ℝ) : ℂ) from rfl, Complex.norm_real,
      Real.norm_of_nonneg (Real.sqrt_nonneg _)]
  have h1 : ‖trial p 1‖ = Real.sqrt (1 - p) := by
    rw [show trial p 1 = ((Real.sqrt (1 - p) : ℝ) : ℂ) from rfl, Complex.norm_real,
      Real.norm_of_nonneg (Real.sqrt_nonneg _)]
  have q0 : Real.sqrt p ^ 2 = p := Real.sq_sqrt hp0
  have q1 : Real.sqrt (1 - p) ^ 2 = 1 - p := Real.sq_sqrt (sub_nonneg.mpr hp1)
  have hx : ‖trial p 0‖ ^ 2 + ‖trial p 1‖ ^ 2 = 1 := by
    rw [h0, h1, q0, q1]
    ring
  have e0 : (![0, 1] : Fin 2 → ℝ) 0 = 0 := rfl
  have e1 : (![0, 1] : Fin 2 → ℝ) 1 = 1 := rfl
  have hE : (![0, 1] : Fin 2 → ℝ) 0 < (![0, 1] : Fin 2 → ℝ) 1 := by
    rw [e0, e1]
    exact one_pos
  constructor
  · rw [two_level_formula _ hE.le _ hx, e0, e1, h0, h1, q1, Real.sqrt_mul hp0]
    ring
  · have h := two_level_lower_bound_iff _ hE _ hx
    rw [e0, h0, q0] at h
    exact h

end

end WeinsteinLowerBound
```

```lean
#print axioms WeinsteinLowerBound.lower_bound_of_le_midpoint
#print axioms WeinsteinLowerBound.two_level_lower_bound_iff
#print axioms WeinsteinLowerBound.trial_lower_bound_iff
```

```
'WeinsteinLowerBound.lower_bound_of_le_midpoint' depends on axioms: [propext, Classical.choice, Quot.sound]
'WeinsteinLowerBound.two_level_lower_bound_iff' depends on axioms: [propext, Classical.choice, Quot.sound]
'WeinsteinLowerBound.trial_lower_bound_iff' depends on axioms: [propext, Classical.choice, Quot.sound]
```

In a finite-matrix electronic-structure calculation, a small residual thus places some eigenvalue near R, but identifying it as the lowest needs further information. A known lower bound to the first excited energy that lies above R + s would suffice, since only the ground-state energy could then lie within s of R.
